# Nested spin couplings S_i · Σ_{j<i} S_j commute pairwise and with the total spin

The theorem `nested_commute` concerns finitely many triples `S i` in an associative ℂ-algebra, each obeying [S_a, S_b] = i ε_abc S_c, with components on different sites commuting; no representation, spin magnitude or Hermiticity is assumed. It states that the operators K_i = S_i · Σ_{j<i} S_j commute with one another and with each Cartesian component of the total spin Σ_j S_j. The total-spin part follows from `nested_commute_block`. For i < j the attempt treats K_j as a sum of products and shows that K_i commutes with both factors: with S_j because K_i involves only sites below j, and with the summed spin of the sites below j because K_i is a scalar under it. The cases i = j and i > j follow by reflexivity and symmetry.

In Lean, a first try:

```lean
import Mathlib

open Finset Filter Topology
open scoped Kronecker

namespace NestedSpinIntegrals

noncomputable section

variable {A : Type*} [Ring A] [Algebra ℂ A] {N : ℕ}

/-- The Levi-Civita symbol on the three Cartesian indices. -/
def eps (a b c : Fin 3) : ℂ :=
  (((b : ℕ) : ℂ) - (a : ℕ)) * (((c : ℕ) : ℂ) - (a : ℕ)) * (((c : ℕ) : ℂ) - (b : ℕ)) / 2

/-- `V` is a vector operator under `T`: `[T_a, V_b] = i ε_abc V_c`. -/
def IsVectorOp (T V : Fin 3 → A) : Prop :=
  ∀ a b, T a * V b - V b * T a = ∑ c, (Complex.I * eps a b c) • V c

/-- `N` copies of su(2): each triple obeys the angular momentum relations and
components on different sites commute. -/
structure IsSpinFamily (S : Fin N → Fin 3 → A) : Prop where
  su2 : ∀ i, IsVectorOp (S i) (S i)
  comm : ∀ i j, i ≠ j → ∀ a b, Commute (S i a) (S j b)

/-- The scalar product `V · W` of two operator triples. -/
def dot (V W : Fin 3 → A) : A := ∑ a, V a * W a

/-- The summed spin of the sites in the block `T`. -/
def blockSpin (S : Fin N → Fin 3 → A) (T : Finset (Fin N)) (a : Fin 3) : A := ∑ j ∈ T, S j a

/-- The nested operator `K_i = S_i · (sum of S_j over j < i)`. -/
def nested (S : Fin N → Fin 3 → A) (i : Fin N) : A := dot (S i) (blockSpin S (Iio i))

/-- The scalar product of two vector operators under `T` commutes with each component of `T`. -/
theorem commute_dot {T V W : Fin 3 → A} (hV : IsVectorOp T V) (hW : IsVectorOp T W)
    (a : Fin 3) : Commute (T a) (dot V W) := by
  -- Leibniz rule for each term
  have h1 : ∀ b, T a * (V b * W b) - V b * W b * T a
      = ∑ c, (Complex.I * eps a b c) • (V c * W b)
        + ∑ c, (Complex.I * eps a b c) • (V b * W c) := by
    intro b
    calc _ = (T a * V b - V b * T a) * W b + V b * (T a * W b - W b * T a) := by noncomm_ring
      _ = _ := by
        rw [hV a b, hW a b, Finset.sum_mul, Finset.mul_sum]
        simp only [smul_mul_assoc, mul_smul_comm]
  show T a * dot V W = dot V W * T a
  unfold dot
  rw [← sub_eq_zero, Finset.mul_sum, Finset.sum_mul, ← Finset.sum_sub_distrib]
  simp only [h1]
  rw [Finset.sum_add_distrib, Finset.sum_comm, ← Finset.sum_add_distrib]
  refine Finset.sum_eq_zero fun b _ => ?_
  rw [← Finset.sum_add_distrib]
  refine Finset.sum_eq_zero fun c _ => ?_
  -- antisymmetry of ε cancels the two sums
  have h2 : Complex.I * eps a c b + Complex.I * eps a b c = 0 := by unfold eps; ring
  rw [← add_smul, h2, zero_smul]

/-- The spin of a site in a block is a vector operator under the spin of the block. -/
theorem vectorOp_site {S : Fin N → Fin 3 → A} (h : IsSpinFamily S) {T : Finset (Fin N)}
    {j : Fin N} (hj : j ∈ T) : IsVectorOp (blockSpin S T) (S j) := by
  intro a b
  unfold blockSpin
  rw [Finset.sum_mul, Finset.mul_sum, ← Finset.sum_sub_distrib,
    Finset.sum_eq_single_of_mem j hj]
  · exact h.su2 j a b
  · intro k _ hk
    exact sub_eq_zero.mpr (h.comm k j hk a b).eq

/-- The spin of a sub-block is a vector operator under the spin of the block. -/
theorem vectorOp_block {S : Fin N → Fin 3 → A} (h : IsSpinFamily S) {T U : Finset (Fin N)}
    (hU : U ⊆ T) : IsVectorOp (blockSpin S T) (blockSpin S U) := by
  intro a b
  calc blockSpin S T a * blockSpin S U b - blockSpin S U b * blockSpin S T a
      = ∑ j ∈ U, (blockSpin S T a * S j b - S j b * blockSpin S T a) := by
        rw [Finset.sum_sub_distrib, ← Finset.mul_sum, ← Finset.sum_mul]
        rfl
    _ = ∑ j ∈ U, ∑ c, (Complex.I * eps a b c) • S j c :=
        Finset.sum_congr rfl fun j hj => vectorOp_site h (hU hj) a b
    _ = _ := by
        rw [Finset.sum_comm]
        simp only [blockSpin, Finset.smul_sum]

/-- `K_i` commutes with the spin of every block that contains all sites up to `i`. -/
theorem nested_commute_block {S : Fin N → Fin 3 → A} (h : IsSpinFamily S) {i : Fin N}
    {T : Finset (Fin N)} (hT : Iic i ⊆ T) (a : Fin 3) :
    Commute (nested S i) (blockSpin S T a) :=
  (commute_dot (vectorOp_site h (hT (mem_Iic.mpr le_rfl)))
    (vectorOp_block h fun _ hk => hT (mem_Iic.mpr (mem_Iio.mp hk).le)) a).symm

/-- For commuting su(2) copies the nested operators commute pairwise and with every
component of the total spin. -/
theorem nested_commute {S : Fin N → Fin 3 → A} (h : IsSpinFamily S) :
    (∀ i j, Commute (nested S i) (nested S j)) ∧
      ∀ i a, Commute (nested S i) (blockSpin S univ a) := by
  refine ⟨?_, fun i a => nested_commute_block h (subset_univ _) a⟩
  have key : ∀ i j, i < j → Commute (nested S i) (nested S j) := by
    intro i j hij
    refine Commute.sum_right _ _ _ fun a _ => Commute.mul_right ?_ ?_
    · -- K_i contains only sites below j
      refine Commute.sum_left _ _ _ fun b _ => Commute.mul_left (h.comm i j hij.ne b a) ?_
      exact Commute.sum_left _ _ _ fun k hk =>
        h.comm k j ((mem_Iio.mp hk).trans hij).ne b a
    · -- K_i is a scalar under the spin of the sites below j
      exact nested_commute_block h (fun k hk => mem_Iio.mpr ((mem_Iic.mp hk).trans_lt hij)) a
  intro i j
  rcases lt_trichotomy i j with hij | rfl | hij
  · exact key i j hij
  · exact Commute.refl _
  · exact (key j i hij).symm

end

end NestedSpinIntegrals
```

The compiler's answer:

```
Main.lean:99:46: error: Type mismatch
  Commute.mul_right ?m.83 ?m.84
has type
  Commute ?m.80 (?m.81 * ?m.82)
but is expected to have type
  Commute ?m.75 (?m.74 a)
```

Diagnosis. The one message concerns `Commute.mul_right ?_ ?_`, written inside the `fun` passed to `Commute.sum_right _ _ _`. Its expected type is `Commute ?m.75 (?m.74 a)`: when this inner term was elaborated, the fixed element and the summand function of `Commute.sum_right` were still unassigned metavariables. The goal `Commute (nested S i) (nested S j)` had not fixed them; it exhibits a sum only after unfolding `nested` and `dot`. Lean therefore had to match an unknown function applied to `a` against an unknown product `?m.81 * ?m.82`, and reported a mismatch.

The repair makes two changes together. The first `show` restates the goal, up to definitional unfolding, as an explicit sum. The body of the `fun` becomes `?_`, so `Commute.mul_right` is applied only afterwards, to a goal free of metavariables, which the second `show` displays as the product `S j a * blockSpin S (Iio j) a`.

The first bullet drew no message but nested `Commute.mul_left` inside `Commute.sum_left` in the same way; it receives the same treatment, its `show` unfolding `nested`, `dot` and `blockSpin`. Splitting the last `exact` into `refine` and `exact` keeps the same proof term and follows that style.

Lean accepts the file once it reads:

```diff
@@ -97,9 +97,15 @@
   have key : ∀ i j, i < j → Commute (nested S i) (nested S j) := by
     intro i j hij
-    refine Commute.sum_right _ _ _ fun a _ => Commute.mul_right ?_ ?_
+    show Commute (nested S i) (∑ a, S j a * blockSpin S (Iio j) a)
+    refine Commute.sum_right _ _ _ fun a _ => ?_
+    show Commute (nested S i) (S j a * blockSpin S (Iio j) a)
+    refine Commute.mul_right ?_ ?_
     · -- K_i contains only sites below j
-      refine Commute.sum_left _ _ _ fun b _ => Commute.mul_left (h.comm i j hij.ne b a) ?_
-      exact Commute.sum_left _ _ _ fun k hk =>
-        h.comm k j ((mem_Iio.mp hk).trans hij).ne b a
+      show Commute (∑ b, S i b * ∑ k ∈ Iio i, S k b) (S j a)
+      refine Commute.sum_left _ _ _ fun b _ => ?_
+      show Commute (S i b * ∑ k ∈ Iio i, S k b) (S j a)
+      refine Commute.mul_left (h.comm i j hij.ne b a) ?_
+      refine Commute.sum_left _ _ _ fun k hk => ?_
+      exact h.comm k j ((mem_Iio.mp hk).trans hij).ne b a
     · -- K_i is a scalar under the spin of the sites below j
       exact nested_commute_block h (fun k hk => mem_Iio.mpr ((mem_Iic.mp hk).trans_lt hij)) a
```
